# Scaling both parts of a matrix Hamiltonian by s > 0 scales the quadratic time-step error coefficient by s³

Let T and V be Hermitian matrices, the kinetic and potential parts of a Hamiltonian, and let τ be an imaginary-time step. Write

P(τ) = exp(−τV/2) exp(−τT) exp(−τV/2)

E(τ) = −(1/τ) log λ(τ), with λ(τ) the largest eigenvalue of P(τ),

and let E0 be the lowest eigenvalue of T + V. Replace T and V by sUTU* and sUVU*, with U unitary, U* its conjugate transpose and s > 0. Then E(τ) becomes sE(sτ) and E0 becomes sE0. The quotient (E(τ) − E0)/τ² tends to c as τ → 0+ exactly when the new quotient tends to s³c.

When the entries of P(τ) are nonnegative, E(τ) models the growth energy of diffusion Monte Carlo on a finite basis, with no sampling noise, importance sampling or fixed-node constraint. The theorems hold for all Hermitian T and V.

## Hermitian T and V give real energies

Hermiticity says that both parts are observables. By hand, it makes exp(−τT/2) and exp(−τV/2) Hermitian, so that

P(τ) = B*B, B = exp(−τT/2) exp(−τV/2).

P(τ) is therefore positive semidefinite. As a product of exponentials it is also invertible, so λ(τ) > 0 and the logarithm makes sense.

Without Hermiticity there may be no energy to speak of: if T has rows (0, 1) and (−1, 0) and V = 0, then T + V has no real eigenvalue. The structure `SplitHamiltonian` carries the two Hermiticity proofs, and the lemma after it keeps them under real scaling.

In Lean 4 with Mathlib:

```lean
import Mathlib

open Matrix Filter Topology
open scoped ComplexOrder Pointwise

namespace TimeStepScaling

/-- A Hamiltonian split into two Hermitian matrices, a kinetic part `T` and a potential part `V`. -/
structure SplitHamiltonian (n : Type*) where
  T : Matrix n n ℂ
  V : Matrix n n ℂ
  hT : T.IsHermitian
  hV : V.IsHermitian

/-- A real multiple of a Hermitian matrix is Hermitian. -/
theorem isHermitian_real_smul {n : Type*} {A : Matrix n n ℂ} (h : A.IsHermitian) (a : ℝ) :
    (a • A).IsHermitian := by
  have h' : (a • A)ᴴ = a • A := by
    rw [Matrix.conjTranspose_smul, star_trivial, h.eq]
  exact h'
```

The index type `n` labels a finite basis. `spectrum ℝ` is the set of real eigenvalues, and its supremum and infimum stand for the largest and lowest.

```lean
variable {n : Type*} [Fintype n] [DecidableEq n]

namespace SplitHamiltonian

/-- The symmetric split propagator `exp(-τV/2) exp(-τT) exp(-τV/2)`. -/
noncomputable def propagator (S : SplitHamiltonian n) (τ : ℝ) : Matrix n n ℂ :=
  NormedSpace.exp ((-(τ / 2)) • S.V) * NormedSpace.exp ((-τ) • S.T) *
    NormedSpace.exp ((-(τ / 2)) • S.V)

/-- The growth energy: minus the logarithm of the largest eigenvalue of the split propagator,
divided by the time step `τ ≠ 0`. -/
noncomputable def growthEnergy (S : SplitHamiltonian n) (τ : ℝ) : ℝ :=
  -Real.log (sSup (spectrum ℝ (S.propagator τ))) / τ

/-- The ground-state energy: the lowest eigenvalue of `T + V`. -/
noncomputable def groundEnergy (S : SplitHamiltonian n) : ℝ :=
  sInf (spectrum ℝ (S.T + S.V))
```

## The quadratic limit c is assumed

`HasQuadraticBias c` says that the time-step error divided by τ² tends to c from the side of positive steps, written `𝓝[>] 0`. Physically, c is the coefficient of τ² in an extrapolation to zero time step. The theorems neither compute c nor derive its existence; they carry the limit from one pair to the other. By perturbation theory the limit exists for every pair of finite Hermitian matrices, but that is not proved here.

```lean
/-- The time-step error of the growth energy, divided by `τ²`, tends to `c` as `τ` tends to zero
from above. -/
def HasQuadraticBias (S : SplitHamiltonian n) (c : ℝ) : Prop :=
  Tendsto (fun τ : ℝ => (S.growthEnergy τ - S.groundEnergy) / τ ^ 2) (𝓝[>] 0) (𝓝 c)
```

The rescaled pair is again a `SplitHamiltonian`. The definition allows any real s; positivity enters in the theorems.

```lean
/-- The rescaled pair `s U T U*`, `s U V U*`, with `U` unitary and `s` real. -/
noncomputable def rescale (S : SplitHamiltonian n) (U : Matrix.unitaryGroup n ℂ) (s : ℝ) :
    SplitHamiltonian n where
  T := s • ((U : Matrix n n ℂ) * S.T * (U : Matrix n n ℂ)ᴴ)
  V := s • ((U : Matrix n n ℂ) * S.V * (U : Matrix n n ℂ)ᴴ)
  hT := isHermitian_real_smul (Matrix.isHermitian_mul_mul_conjTranspose _ S.hT) s
  hV := isHermitian_real_smul (Matrix.isHermitian_mul_mul_conjTranspose _ S.hV) s
```

## A nonempty basis and a positive step tie the energies to eigenvalues

`[Nonempty n]` means that there is at least one state; with none, there are no eigenvalues. Given a state, the spectrum of a Hermitian matrix is a finite nonempty set, so its infimum is attained.

```lean
/-- For a nonempty basis, the ground-state energy is attained: it is the least element of the
spectrum of `T + V`. -/
theorem groundEnergy_isLeast [Nonempty n] (S : SplitHamiltonian n) :
    IsLeast (spectrum ℝ (S.T + S.V)) S.groundEnergy := by
  have hr := (S.hT.add S.hV).spectrum_real_eq_range_eigenvalues
  have hfin : (spectrum ℝ (S.T + S.V)).Finite := by rw [hr]; exact Set.finite_range _
  have hne : (spectrum ℝ (S.T + S.V)).Nonempty := by rw [hr]; exact Set.range_nonempty _
  exact ⟨hne.csInf_mem hfin, fun x hx => csInf_le hfin.bddBelow hx⟩
```

The next proof splits exp(−τT) into two half steps and recognises B*B.

```lean
/-- The symmetric split propagator is positive semidefinite. -/
theorem propagator_posSemidef (S : SplitHamiltonian n) (τ : ℝ) :
    (S.propagator τ).PosSemidef := by
  have hT := (isHermitian_real_smul S.hT (-(τ / 2))).exp
  have hV := (isHermitian_real_smul S.hV (-(τ / 2))).exp
  -- split the kinetic factor into two half steps, so that the propagator is a Gram matrix
  have hsq : NormedSpace.exp ((-τ) • S.T) =
      NormedSpace.exp ((-(τ / 2)) • S.T) * NormedSpace.exp ((-(τ / 2)) • S.T) := by
    rw [show -τ = -(τ / 2) + -(τ / 2) by ring, add_smul,
      Matrix.exp_add_of_commute _ _ (Commute.refl _)]
  have h := Matrix.posSemidef_conjTranspose_mul_self
    (NormedSpace.exp ((-(τ / 2)) • S.T) * NormedSpace.exp ((-(τ / 2)) • S.V))
  rw [Matrix.conjTranspose_mul, hT.eq, hV.eq] at h
  unfold propagator
  rw [hsq]
  simpa only [Matrix.mul_assoc] using h
```

For τ > 0, E is the growth energy exactly when exp(−τE) is the largest eigenvalue of P(τ). The proof combines positive semidefiniteness with invertibility to get positive eigenvalues, then takes the logarithm or the exponential. At τ = 0 the propagator is the identity and exp(−τE) = 1 for every E, so the step must be nonzero.

```lean
/-- For a nonempty basis and a positive time step, `E` is the growth energy exactly when `exp(-τE)`
is the largest eigenvalue of the split propagator. -/
theorem growthEnergy_eq_iff [Nonempty n] (S : SplitHamiltonian n) {τ : ℝ} (hτ : 0 < τ) (E : ℝ) :
    S.growthEnergy τ = E ↔
      IsGreatest (spectrum ℝ (S.propagator τ)) (Real.exp (-τ * E)) := by
  have psd := S.propagator_posSemidef τ
  have hr := psd.isHermitian.spectrum_real_eq_range_eigenvalues
  have hfin : (spectrum ℝ (S.propagator τ)).Finite := by rw [hr]; exact Set.finite_range _
  have hne : (spectrum ℝ (S.propagator τ)).Nonempty := by rw [hr]; exact Set.range_nonempty _
  have htop : IsGreatest (spectrum ℝ (S.propagator τ)) (sSup (spectrum ℝ (S.propagator τ))) :=
    ⟨hne.csSup_mem hfin, fun x hx => le_csSup hfin.bddAbove hx⟩
  have hunit : IsUnit (S.propagator τ) :=
    ((Matrix.isUnit_exp _).mul (Matrix.isUnit_exp _)).mul (Matrix.isUnit_exp _)
  -- eigenvalues are nonnegative, and none vanishes because the propagator is invertible
  have hpos : ∀ x ∈ spectrum ℝ (S.propagator τ), 0 < x := by
    intro x hx
    have hx0 : x ≠ 0 := by
      rintro rfl
      rw [spectrum.mem_iff, map_zero, zero_sub, IsUnit.neg_iff] at hx
      exact hx hunit
    have hx' := hx
    rw [hr] at hx'
    obtain ⟨i, hi⟩ := hx'
    have h0 : 0 ≤ x := by rw [← hi]; exact psd.eigenvalues_nonneg i
    exact lt_of_le_of_ne h0 hx0.symm
  constructor
  · rintro rfl
    have h : -τ * S.growthEnergy τ = Real.log (sSup (spectrum ℝ (S.propagator τ))) := by
      unfold growthEnergy
      field_simp
    rw [h, Real.exp_log (hpos _ htop.1)]
    exact htop
  · intro h
    unfold growthEnergy
    rw [← h.unique htop, Real.log_exp, neg_mul, neg_neg, mul_div_cancel_left₀ _ hτ.ne']
```

## One unitary acts on both parts

U is a change of orthonormal basis. Since U*U = 1, it passes through exponentials:

exp(−τ sUTU*) = U exp(−sτT) U*,

and likewise for V. In the product of three factors the inner U*U cancel, so the new propagator is

P′(τ) = U P(sτ) U*,

which has the eigenvalues of P(sτ).

Invertibility of U alone would not suffice: U = 2·1 would multiply both parts by an extra factor 4. Nor may T and V be rotated separately. With T = diag(0, 1) and V = diag(1, 0) the lowest eigenvalue of the sum is 1; exchanging the basis states in V alone makes it 0.

`spectrum_conj` gives the invariance of the spectrum. In `propagator_rescale`, `key` is the rule for exponentials and `cancel` removes the inner factors.

```lean
/-- A unitary change of basis leaves the real spectrum of a matrix unchanged. -/
theorem spectrum_conj (U : Matrix.unitaryGroup n ℂ) (A : Matrix n n ℂ) :
    spectrum ℝ ((U : Matrix n n ℂ) * A * (U : Matrix n n ℂ)ᴴ) = spectrum ℝ A := by
  have h1 : (U : Matrix n n ℂ) * (U : Matrix n n ℂ)ᴴ = 1 := Matrix.mem_unitaryGroup_iff.1 U.2
  exact spectrum.units_conjugate (R := ℝ) (a := A)
    (u := (⟨U, (U : Matrix n n ℂ)ᴴ, h1, mul_eq_one_comm.1 h1⟩ : (Matrix n n ℂ)ˣ))

/-- The rescaled propagator at step `τ` is the original one at step `sτ`, seen in the
basis rotated by `U`. -/
theorem propagator_rescale (S : SplitHamiltonian n) (U : Matrix.unitaryGroup n ℂ) (s τ : ℝ) :
    (S.rescale U s).propagator τ =
      (U : Matrix n n ℂ) * S.propagator (s * τ) * (U : Matrix n n ℂ)ᴴ := by
  have h1 : (U : Matrix n n ℂ) * (U : Matrix n n ℂ)ᴴ = 1 := Matrix.mem_unitaryGroup_iff.1 U.2
  have h2 : (U : Matrix n n ℂ)ᴴ * (U : Matrix n n ℂ) = 1 := mul_eq_one_comm.1 h1
  have key : ∀ (a : ℝ) (A : Matrix n n ℂ),
      NormedSpace.exp (a • s • ((U : Matrix n n ℂ) * A * (U : Matrix n n ℂ)ᴴ)) =
        (U : Matrix n n ℂ) * NormedSpace.exp ((a * s) • A) * (U : Matrix n n ℂ)ᴴ := by
    intro a A
    have e : a • s • ((U : Matrix n n ℂ) * A * (U : Matrix n n ℂ)ᴴ) =
        (U : Matrix n n ℂ) * ((a * s) • A) * (U : Matrix n n ℂ)ᴴ := by
      rw [smul_smul, Matrix.mul_smul, Matrix.smul_mul]
    rw [e]
    exact Matrix.exp_units_conj
      (⟨U, (U : Matrix n n ℂ)ᴴ, h1, h2⟩ : (Matrix n n ℂ)ˣ) ((a * s) • A)
  -- the inner factors `U* U` cancel
  have cancel : ∀ W X A B : Matrix n n ℂ, X * W = 1 →
      W * A * X * (W * B * X) * (W * A * X) = W * (A * B * A) * X := by
    intro W X A B h
    calc W * A * X * (W * B * X) * (W * A * X)
        = W * A * (X * W) * B * (X * W) * A * X := by simp only [mul_assoc]
      _ = W * (A * B * A) * X := by rw [h]; simp only [mul_one, mul_assoc]
  simp only [propagator, rescale, key]
  rw [cancel _ _ _ _ h2, show -(τ / 2) * s = -(s * τ / 2) by ring,
    show -τ * s = -(s * τ) by ring]
```

## A positive s keeps the lowest state lowest

The factor s changes the unit of energy. From P′(τ),

E′(τ) = −(1/τ) log λ(sτ) = s · [−(1/(sτ)) log λ(sτ)] = sE(sτ).

The new Hamiltonian is sU(T + V)U*, and multiplication by s > 0 preserves the order of eigenvalues, so E0′ = sE0. For s < 0 the lowest new eigenvalue would be s times the highest old one.

```lean
/-- For `s > 0` the growth energy of the rescaled pair at step `τ` is `s E(sτ)`. -/
theorem growthEnergy_rescale (S : SplitHamiltonian n) (U : Matrix.unitaryGroup n ℂ) {s : ℝ}
    (hs : 0 < s) (τ : ℝ) :
    (S.rescale U s).growthEnergy τ = s * S.growthEnergy (s * τ) := by
  unfold growthEnergy
  rw [propagator_rescale, spectrum_conj, ← mul_div_assoc, mul_div_mul_left _ _ hs.ne']

/-- For `s > 0` the ground-state energy of the rescaled pair is `s` times the original one. -/
theorem groundEnergy_rescale (S : SplitHamiltonian n) (U : Matrix.unitaryGroup n ℂ) {s : ℝ}
    (hs : 0 < s) : (S.rescale U s).groundEnergy = s * S.groundEnergy := by
  have hsum : (S.rescale U s).T + (S.rescale U s).V =
      s • ((U : Matrix n n ℂ) * (S.T + S.V) * (U : Matrix n n ℂ)ᴴ) := by
    simp only [rescale]
    rw [← smul_add, ← Matrix.add_mul, ← Matrix.mul_add]
  have hspec : ∀ A : Matrix n n ℂ, spectrum ℝ (s • A) = s • spectrum ℝ A := fun A =>
    spectrum.unit_smul_eq_smul A (Units.mk0 s hs.ne')
  unfold groundEnergy
  rw [hsum, hspec, spectrum_conj, Real.sInf_smul_of_nonneg hs.le, smul_eq_mul]
```

Subtracting and dividing by τ² gives

(E′(τ) − E0′)/τ² = s(E(sτ) − E0)/τ² = s³ (E(sτ) − E0)/(sτ)².

As τ → 0+, so does sτ, and the right side tends to s³c. For the converse, put τ/s for τ and divide by s³. At s = 0 this converse fails: both new energies vanish, and the new coefficient is 0 whatever the old one was.

In the proof, `key` is the displayed identity and `scale` is the statement that τ ↦ aτ preserves the limit for a > 0, used with a = s and a = s⁻¹.

```lean
/-- For `s > 0` the quadratic time-step error coefficient is `c` for the original pair exactly
when it is `s³ c` for the rescaled pair. -/
theorem hasQuadraticBias_rescale_iff (S : SplitHamiltonian n) (U : Matrix.unitaryGroup n ℂ)
    {s : ℝ} (hs : 0 < s) (c : ℝ) :
    S.HasQuadraticBias c ↔ (S.rescale U s).HasQuadraticBias (s ^ 3 * c) := by
  have alg : ∀ x τ : ℝ, s * x / τ ^ 2 = s ^ 3 * (x / (s * τ) ^ 2) := by
    intro x τ
    rcases eq_or_ne τ 0 with rfl | hτ
    · simp
    · field_simp
  have key : ∀ τ : ℝ,
      ((S.rescale U s).growthEnergy τ - (S.rescale U s).groundEnergy) / τ ^ 2 =
        s ^ 3 * ((S.growthEnergy (s * τ) - S.groundEnergy) / (s * τ) ^ 2) := by
    intro τ
    rw [growthEnergy_rescale S U hs, groundEnergy_rescale S U hs, ← mul_sub, alg]
  -- a positive change of time unit preserves the limit of vanishing time step
  have scale : ∀ a : ℝ, 0 < a → Tendsto (fun t : ℝ => a * t) (𝓝[>] 0) (𝓝[>] 0) := by
    intro a ha
    have hc : Continuous fun t : ℝ => a * t := by fun_prop
    refine tendsto_nhdsWithin_iff.2
      ⟨(hc.tendsto' 0 0 (mul_zero a)).mono_left nhdsWithin_le_nhds, ?_⟩
    filter_upwards [self_mem_nhdsWithin] with t ht
    exact mul_pos ha ht
  unfold HasQuadraticBias
  constructor
  · intro h
    exact ((h.comp (scale s hs)).const_mul (s ^ 3)).congr fun τ => (key τ).symm
  · intro h
    have h' := (h.comp (scale s⁻¹ (inv_pos.2 hs))).const_mul (s ^ 3)⁻¹
    rw [inv_mul_cancel_left₀ (pow_ne_zero 3 hs.ne')] at h'
    refine h'.congr fun τ => ?_
    simp only [Function.comp_apply]
    rw [key, mul_inv_cancel_left₀ hs.ne', inv_mul_cancel_left₀ (pow_ne_zero 3 hs.ne')]
```

In the smallest case, one basis state, T and V are real numbers t and v. Then P(τ) = exp(−τ(t + v)), so E(τ) = E0 = t + v for τ > 0, and c = 0 before and after rescaling.

## If both parts scale as Z², the coefficient scales as Z⁶

Setting s = Z² turns s³ into Z⁶. The condition stands for hydrogenic scaling: for one electron, raising the nuclear charge from 1 to Z and shrinking lengths by the factor 1/Z multiplies both the kinetic energy and the Coulomb attraction by Z². Electron–electron repulsion scales only as Z under the same change of length, so a many-electron atom does not meet the condition. The theorem concerns finite matrices only: in the continuum the factor exp(−τV/2) of a bare Coulomb attraction is unbounded at the nucleus, and no quadratic limit is claimed there.

```lean
/-- If both parts of the Hamiltonian scale as `Z²` with a nuclear charge `Z > 0`, up to a common
unitary, the quadratic time-step error coefficient scales as `Z⁶`. -/
theorem hasQuadraticBias_nuclearCharge (S : SplitHamiltonian n) (U : Matrix.unitaryGroup n ℂ)
    {Z c : ℝ} (hZ : 0 < Z) (h : S.HasQuadraticBias c) :
    (S.rescale U (Z ^ 2)).HasQuadraticBias (Z ^ 6 * c) := by
  have h' := (hasQuadraticBias_rescale_iff S U (pow_pos hZ 2) c).1 h
  have e : (Z ^ 2) ^ 3 * c = Z ^ 6 * c := by ring
  rwa [e] at h'
```

The last theorem replaces τ by τ/s in the energy laws:

E′(τ/s) − E0′ = s(E(τ) − E0).

This holds at every step, without any assumption about c. For a one-electron matrix model with this scaling, a time step shortened as 1/Z² thus keeps the error in fixed proportion to the energy scale.

```lean
/-- For `s > 0`, running the rescaled pair with the shortened step `τ/s` gives `s` times the
time-step error of the original pair at step `τ`. -/
theorem bias_at_shortened_step (S : SplitHamiltonian n) (U : Matrix.unitaryGroup n ℂ) {s : ℝ}
    (hs : 0 < s) (τ : ℝ) :
    (S.rescale U s).growthEnergy (τ / s) - (S.rescale U s).groundEnergy =
      s * (S.growthEnergy τ - S.groundEnergy) := by
  have e : s * (τ / s) = τ := by field_simp
  rw [growthEnergy_rescale S U hs, groundEnergy_rescale S U hs, e, mul_sub]

end SplitHamiltonian

end TimeStepScaling
```

```lean
#print axioms TimeStepScaling.SplitHamiltonian.groundEnergy_isLeast
#print axioms TimeStepScaling.SplitHamiltonian.growthEnergy_eq_iff
#print axioms TimeStepScaling.SplitHamiltonian.hasQuadraticBias_nuclearCharge
#print axioms TimeStepScaling.SplitHamiltonian.bias_at_shortened_step
```

```
'TimeStepScaling.SplitHamiltonian.groundEnergy_isLeast' depends on axioms: [propext, Classical.choice, Quot.sound]
'TimeStepScaling.SplitHamiltonian.growthEnergy_eq_iff' depends on axioms: [propext, Classical.choice, Quot.sound]
'TimeStepScaling.SplitHamiltonian.hasQuadraticBias_nuclearCharge' depends on axioms: [propext, Classical.choice, Quot.sound]
'TimeStepScaling.SplitHamiltonian.bias_at_shortened_step' depends on axioms: [propext, Classical.choice, Quot.sound]
```
